# For T = -c D² with c ≠ 0 on real polynomials, [V,[T,V]] is always a multiplication operator, but [T,[T,V]] is one only if V'' = 0

Suppose I let all operators act on real polynomials in one variable X. The kinetic energy is T = -c D², where D is differentiation and c = ħ²/(2m), and the potential energy multiplies by a polynomial V. In path-integral Monte Carlo I split exp(-τ(T + V)) symmetrically into kinetic and potential factors, with a short imaginary time step τ. The leading error in the exponent, of order τ³, is a combination of two double commutators, [V,[T,V]] and [T,[T,V]].

The first is routinely added to the potential as a force-squared term. Why does the second not get the same treatment? Might its awkward parts cancel if I took a suitable combination of the two? And surely a harmonic well, where V'' is just a number, is simple enough for both to become corrections to V?

## Derivatives of the wavefunction survive in one commutator and not in the other

The choice that settles what your question means is the definition of a potential: here it is an operator that sends every polynomial f to W f, for one fixed polynomial W. Asking for W to be a polynomial loses nothing, because applying a multiplication operator to the constant 1 returns its multiplier, and our operators turn polynomials into polynomials. With polynomials as wavefunctions, every product of T and V is defined everywhere, and no domain questions arise.

With that definition, the answers are as follows. The commutator [V,[T,V]] is always a potential. No combination with a nonzero share of [T,[T,V]] is one unless V'' = 0. The harmonic well is simple, but its second commutator is a multiple of T, not a function of position.

### The product rule, applied twice

Write primes for derivatives. The inner commutator acts on f as

[T,V] f = -c (V f)'' + c V f'' = -c (V'' f + 2 V' f').

It contains one derivative of f. Taking the commutator with V removes that derivative:

[V,[T,V]] f = -c V (V'' f + 2 V' f') + c (V'' V f + 2 V' (V f)')

= -c V V'' f - 2c V V' f' + c V V'' f + 2c (V')² f + 2c V V' f'

= 2c (V')² f.

With c = ħ²/(2m) the multiplier is (ħ²/m)(V')², the square of the force times a constant.

Taking the commutator with T instead adds derivatives. The two products are

T [T,V] f = c² (V'' f + 2 V' f')'' = c² (V'''' f + 4 V''' f' + 5 V'' f'' + 2 V' f'''),

[T,V] T f = c² (V'' f'' + 2 V' f''').

The third derivatives of f cancel in the difference, but the second derivatives do not:

[T,[T,V]] f = c² (V'''' f + 4 V''' f' + 4 V'' f'').

### Three test functions rule out a cancellation

Now take real numbers a and b and suppose that a[V,[T,V]] + b[T,[T,V]] is multiplication by W. Applying both sides to 1, X and X² gives

2ac (V')² + bc² V'''' = W,

2ac (V')² X + bc² (V'''' X + 4 V''') = W X,

2ac (V')² X² + bc² (V'''' X² + 8 V''' X + 8 V'') = W X².

Multiply the first equation by X², the second by -2X and the third by 1, and add. The terms with W, (V')² and V'''' cancel because X² - 2X² + X² = 0, and the terms with V''' cancel because -8X + 8X = 0. What remains is

8 b c² V'' = 0.

These weights amount to testing at each point x with the function (X - x)², whose value and slope vanish at x while its second derivative is 2. Such a function sees only the coefficient of f''.

Since c ≠ 0, and a product of polynomials vanishes only if a factor does, either b = 0 or V'' = 0. In both cases b V'''' = 0, so the first equation gives W = 2ac (V')². Conversely, if b = 0 or V'' = 0, the second commutator contributes nothing, and the combination is multiplication by exactly this W.

So the force-squared term cannot repair the other commutator: it has no derivatives of f to cancel with. For a = 0 and b = 1, the result says that [T,[T,V]] is a potential exactly when V'' = 0, that is, for a constant potential or a uniform force. Even then there is nothing to add to V, because the commutator is zero.

### What the harmonic well does

If V'' = k is constant, V''' and V'''' vanish, and

[T,[T,V]] f = 4c² k f'' = -4ck T f.

For k ≠ 0 this is a rescaled kinetic energy. It is easy to handle, since it can be absorbed into the coefficient of T, but it is not diagonal in position.

### The Lean file

```lean
import Mathlib

open Polynomial

namespace CommutatorCorrectedPotential

noncomputable section

local notation "D" => (Polynomial.derivative : ℝ[X] →ₗ[ℝ] ℝ[X])

/-- The kinetic energy operator `T = -c D²` on real polynomials. -/
def kinetic (c : ℝ) : Module.End ℝ ℝ[X] := -(c • (D ∘ₗ D))

/-- The potential energy operator: multiplication by the polynomial `V`. -/
def potential (V : ℝ[X]) : Module.End ℝ ℝ[X] := LinearMap.mulLeft ℝ V

/-- The commutator `[A, B] = A B - B A` of two operators on polynomials. -/
def comm (A B : Module.End ℝ ℝ[X]) : Module.End ℝ ℝ[X] := A * B - B * A

/-- The kinetic energy sends a polynomial `f` to `-c f''`. -/
theorem kinetic_apply (c : ℝ) (f : ℝ[X]) : kinetic c f = -(C c * D (D f)) := by
  simp only [kinetic, LinearMap.neg_apply, LinearMap.smul_apply, LinearMap.comp_apply,
    smul_eq_C_mul]

private theorem potential_apply (V f : ℝ[X]) : potential V f = V * f := rfl

private theorem comm_apply (A B : Module.End ℝ ℝ[X]) (f : ℝ[X]) :
    comm A B f = A (B f) - B (A f) := rfl

/-- The double commutator `[V,[T,V]]` is multiplication by `2c (V')²`. -/
theorem comm_potential_kinetic_potential (c : ℝ) (V : ℝ[X]) :
    comm (potential V) (comm (kinetic c) (potential V))
      = potential (2 * C c * (D V) ^ 2) := by
  refine LinearMap.ext fun f => ?_
  simp only [comm_apply, kinetic_apply, potential_apply, derivative_mul, derivative_add]
  ring

/-- The double commutator `[T,[T,V]]` is a differential operator: it sends `f` to
`c² (V'''' f + 4 V''' f' + 4 V'' f'')`. -/
theorem comm_kinetic_kinetic_potential_apply (c : ℝ) (V f : ℝ[X]) :
    comm (kinetic c) (comm (kinetic c) (potential V)) f
      = C c ^ 2 * (D (D (D (D V))) * f + 4 * D (D (D V)) * D f + 4 * D (D V) * D (D f)) := by
  simp only [comm_apply, kinetic_apply, potential_apply, derivative_mul, derivative_add,
    derivative_sub, derivative_neg, derivative_C, zero_mul, zero_add]
  ring

/-- For `c ≠ 0`, the combination `a [V,[T,V]] + b [T,[T,V]]` is multiplication by a polynomial
`W` exactly when `b = 0` or `V'' = 0`, and `W = 2ac (V')²`. -/
theorem correction_eq_potential_iff {c : ℝ} (hc : c ≠ 0) (a b : ℝ) (V W : ℝ[X]) :
    a • comm (potential V) (comm (kinetic c) (potential V))
        + b • comm (kinetic c) (comm (kinetic c) (potential V)) = potential W
      ↔ (b = 0 ∨ D (D V) = 0) ∧ W = 2 * C a * C c * (D V) ^ 2 := by
  rw [comm_potential_kinetic_potential]
  constructor
  · intro h
    have key : ∀ f : ℝ[X], C a * (2 * C c * (D V) ^ 2 * f)
        + C b * (C c ^ 2 * (D (D (D (D V))) * f + 4 * D (D (D V)) * D f
          + 4 * D (D V) * D (D f))) = W * f := by
      intro f
      have hf := LinearMap.congr_fun h f
      simpa only [LinearMap.add_apply, LinearMap.smul_apply, smul_eq_C_mul, potential_apply,
        comm_kinetic_kinetic_potential_apply] using hf
    -- test the operator identity on 1, X and X²
    have h0 := key 1
    have h1 := key X
    have h2 := key (X * X)
    simp only [derivative_mul, derivative_add, derivative_X, derivative_one,
      derivative_zero] at h0 h1 h2
    -- only the coefficient of the second derivative survives
    have h8 : (8 : ℝ[X]) * (C b * (C c ^ 2 * D (D V))) = 0 := by
      linear_combination h2 - 2 * X * h1 + X ^ 2 * h0
    have hbV : b = 0 ∨ D (D V) = 0 := by
      simpa [hc] using h8
    refine ⟨hbV, ?_⟩
    rcases hbV with hb | hV
    · simp only [hb, map_zero] at h0
      linear_combination -h0
    · simp only [hV, map_zero] at h0
      linear_combination -h0
  · rintro ⟨hb | hV, rfl⟩
    · refine LinearMap.ext fun f => ?_
      simp only [LinearMap.add_apply, LinearMap.smul_apply, smul_eq_C_mul, potential_apply,
        comm_kinetic_kinetic_potential_apply, hb, map_zero]
      ring
    · refine LinearMap.ext fun f => ?_
      simp only [LinearMap.add_apply, LinearMap.smul_apply, smul_eq_C_mul, potential_apply,
        comm_kinetic_kinetic_potential_apply, hV, map_zero]
      ring

/-- For `c ≠ 0`, the double commutator `[T,[T,V]]` is multiplication by some polynomial
if and only if `V'' = 0`. -/
theorem comm_kinetic_kinetic_is_potential_iff {c : ℝ} (hc : c ≠ 0) (V : ℝ[X]) :
    (∃ W, comm (kinetic c) (comm (kinetic c) (potential V)) = potential W)
      ↔ D (D V) = 0 := by
  constructor
  · rintro ⟨W, h⟩
    have h' := (correction_eq_potential_iff hc 0 1 V W).1
      (by rw [zero_smul, one_smul, zero_add]; exact h)
    exact h'.1.resolve_left one_ne_zero
  · intro hV
    refine ⟨0, LinearMap.ext fun f => ?_⟩
    rw [comm_kinetic_kinetic_potential_apply, potential_apply]
    simp only [hV, map_zero]
    ring

/-- If the potential has constant curvature `V'' = k`, then `[T,[T,V]] = -4ck T`, a multiple
of the kinetic energy. -/
theorem comm_kinetic_kinetic_harmonic (c k : ℝ) (V : ℝ[X]) (hV : D (D V) = C k) :
    comm (kinetic c) (comm (kinetic c) (potential V)) = (-(4 * c * k)) • kinetic c := by
  refine LinearMap.ext fun f => ?_
  have h4 : (C (4 : ℝ) : ℝ[X]) = 4 := map_ofNat C 4
  rw [comm_kinetic_kinetic_potential_apply, LinearMap.smul_apply, kinetic_apply,
    smul_eq_C_mul, hV, C_neg, C_mul, C_mul, h4]
  simp only [derivative_C, derivative_zero]
  ring

end

end CommutatorCorrectedPotential
```

```lean
#print axioms CommutatorCorrectedPotential.comm_kinetic_kinetic_is_potential_iff
#print axioms CommutatorCorrectedPotential.comm_kinetic_kinetic_harmonic
```

```
'CommutatorCorrectedPotential.comm_kinetic_kinetic_is_potential_iff' depends on axioms: [propext, Classical.choice, Quot.sound]
'CommutatorCorrectedPotential.comm_kinetic_kinetic_harmonic' depends on axioms: [propext, Classical.choice, Quot.sound]
```

### How the Lean statements correspond to the operators

A wavefunction is an element of `ℝ[X]`, and an operator is an element of `Module.End ℝ ℝ[X]`, a linear map from polynomials to polynomials whose product is composition. The notation `D` stands for the formal derivative. `kinetic c` is T, `potential V` is multiplication by V, and `comm A B` is AB - BA, which fixes the sign convention. The expression `C c` is the number c regarded as a constant polynomial, so `2 * C c * (D V) ^ 2` reads 2c(V')².

`comm_potential_kinetic_potential` is an equality of operators: [V,[T,V]] is multiplication by 2c(V')². `comm_kinetic_kinetic_potential_apply` gives the action of [T,[T,V]] on an arbitrary f. Both hold for every real c.

`correction_eq_potential_iff` is the statement about combinations. For given a, b, V and W, the combination equals `potential W` if and only if b = 0 or V'' = 0, and in addition W = 2ac(V')². `comm_kinetic_kinetic_is_potential_iff` asks whether any W exists for [T,[T,V]] alone, and answers that one does exactly when V'' = 0. `comm_kinetic_kinetic_harmonic` is the identity for constant curvature k.

The two equivalences assume `hc : c ≠ 0`, which says that there is a kinetic energy at all; the physical case c > 0 is included, and the sign plays no part. At c = 0 both commutators vanish, so for V = X² the operator [T,[T,V]] would be multiplication by 0 although V'' = 2.

The model is one particle on a line with a polynomial potential. It has no inner product, normalisation or boundary conditions, and it leaves out several dimensions, interacting particles and singular potentials such as the Coulomb attraction. The exponentials and the order of the splitting error belong to the motivation; the theorems concern the commutators only. Within this one-dimensional polynomial model, a leading commutator error is itself a potential, as an operator, if its [T,[T,V]] part has coefficient zero, and otherwise only if V'' = 0. This does not limit what can be done for a partition function. That is a trace, which does not change when the short-time factor is conjugated by an invertible operator, and conjugating with exp(ατ²[T,V]) for a suitable number α trades the [T,[T,V]] part for a multiple of [V,[T,V]] at leading order. The theorems here do not treat traces.

### From the product rule to the Lean proof

`kinetic_apply`, `potential_apply` and `comm_apply` rewrite the operators as formulas acting on a polynomial f. For the first double commutator, `LinearMap.ext` reduces the equality of operators to equality on every f. Then `simp only` expands the derivatives with the product rule `derivative_mul`, and `ring` carries out the cancellations shown above. The formula for [T,[T,V]] is obtained in the same way, with further rules for derivatives of differences, negatives and constants.

In the forward direction of `correction_eq_potential_iff`, `key` is the assumed operator identity written out for an arbitrary f. The hypotheses `h0`, `h1` and `h2` are its instances at 1, X and X². The line `linear_combination h2 - 2 * X * h1 + X ^ 2 * h0` is the weighted sum from the derivation, and it yields `h8`, the equation 8bc²V'' = 0. The step `simpa [hc] using h8` discards the nonzero factors 8 and c² and leaves the alternative b = 0 or V'' = 0. In each case, `h0` then determines W.

The reverse direction substitutes the stated W and treats the two alternatives separately. In each of them the terms from [T,[T,V]] become zero, and `ring` compares what is left.

The criterion for [T,[T,V]] alone uses this theorem with a = 0 and b = 1, where `one_ne_zero` excludes the alternative b = 0. For its converse, the proof supplies W = 0, in line with the vanishing of the commutator when V'' = 0. The harmonic identity inserts V'' = k into the general formula, so that the higher derivatives disappear and both sides become 4c²k f''.
